# Exchanging hard for soft compensation charges in the Hartree energy: Blöchl's splitting for a symmetric bilinear Coulomb form

In the projector augmented-wave (PAW) method, each atom carries a compensation charge that gives the smooth density the multipole moments of the true charge density inside the augmentation sphere, and so the right electrostatic potential outside it. A charge that fits inside the sphere is narrow, or hard, and a plane-wave basis or a regular grid resolves it only at a high cutoff. Putting a broader, soft charge with the same moments in its place makes the Poisson problem cheaper, but in general it changes the energy. The self-energy of each compensation charge drops, the smooth density feels a different potential near the atoms, and soft charges on neighbouring atoms may overlap where the hard ones did not. Left uncorrected, these errors enter total energies, and they vary as the atoms move.

The correction is exact. Let $m$ be the smooth density, $h_R$ and $s_R$ the hard and soft charges at site $R$, and $B(x,y)$ the Coulomb interaction of two densities. With $H=\sum_R h_R$ and $S=\sum_R s_R$,

$$\tfrac12 B(m+H,m+H)=\tfrac12 B(m+S,m+S)+B(m,H-S)+\tfrac12\sum_{R,R'}U_{RR'},$$

$$U_{RR'}=B(h_R,h_{R'})-B(s_R,s_{R'}).$$

This is the algebraic core of Blöchl's treatment of the compensation charges. Gaussian shapes, multipole moments and the Coulomb integral itself do not enter; what enters is a short list of hypotheses, taken in turn below. The small counter-examples that go with them are worked by hand and are not among the theorems.

## Charges that superpose, on finitely many sites

The first hypothesis is that densities can be added and scaled, and that their interaction is linear in each argument. Physically this is the superposition principle of electrostatics: the potential of two charges is the sum of their potentials.

In Lean, densities are elements of a real vector space `V`, which may have infinite dimension. The sites form a finite type `ι`, which may be empty.

```lean
import Mathlib

open Finset

namespace PAWCompensationCharges

noncomputable section

variable {V ι : Type*} [AddCommGroup V] [Module ℝ V] [Fintype ι]
```

The Coulomb form `B : V →ₗ[ℝ] V →ₗ[ℝ] ℝ` is a linear map that sends a density to a linear functional on densities, in effect to its potential. The Hartree energy is half the self-interaction, which fixes the usual convention for double counting.

```lean
/-- The Hartree energy of a charge density `n`: half its Coulomb self-interaction. -/
def hartree (B : V →ₗ[ℝ] V →ₗ[ℝ] ℝ) (n : V) : ℝ := B n n / 2
```

The pair correction $U_{RR'}$ has its own definition. It includes the on-site case $R=R'$.

```lean
/-- The pair correction between sites `R` and `R'`: the interaction of the hard charges
minus that of the soft charges. -/
def pairU (B : V →ₗ[ℝ] V →ₗ[ℝ] ℝ) (h s : ι → V) (R R' : ι) : ℝ :=
  B (h R) (h R') - B (s R) (s R')
```

Nothing in these definitions requires `B` to be the integral of $x(\mathbf r)\,y(\mathbf r')/|\mathbf r-\mathbf r'|$. To apply the theorems to that kernel, one must choose a space of densities on which the integral is finite.

The matrix $U$ inherits symmetry from the form. This lemma already uses the second hypothesis, `hB`, once for the hard pair and once for the soft pair.

```lean
omit [Fintype ι] in
/-- For a symmetric form, the pair correction is symmetric in the two sites. -/
theorem pairU_symm (B : V →ₗ[ℝ] V →ₗ[ℝ] ℝ) (hB : ∀ x y, B x y = B y x)
    (h s : ι → V) (R R' : ι) : pairU B h s R R' = pairU B h s R' R := by
  unfold pairU
  rw [hB (h R), hB (s R)]
```

The next two statements need linearity alone. The first rewrites the pair correction through the differences $h_R-s_R$, by adding and subtracting $B(s_R,h_{R'})$:

$$B(h_R-s_R,h_{R'})+B(s_R,h_{R'}-s_{R'})=B(h_R,h_{R'})-B(s_R,h_{R'})+B(s_R,h_{R'})-B(s_R,s_{R'})=U_{RR'}.$$

In the proof, `simp only` expands the differences by linearity and `ring` cancels the mixed term.

```lean
omit [Fintype ι] in
/-- The pair correction expressed through the differences between hard and soft charge
on each of the two sites. -/
theorem pairU_eq_differences (B : V →ₗ[ℝ] V →ₗ[ℝ] ℝ) (h s : ι → V) (R R' : ι) :
    pairU B h s R R' = B (h R - s R) (h R') + B (s R) (h R' - s R') := by
  simp only [pairU, map_sub, LinearMap.sub_apply]
  ring
```

The second adds up the pair corrections. Linearity in the first argument and then in the second gives

$$B(H,H)=\sum_R B(h_R,H)=\sum_{R,R'}B(h_R,h_{R'}),$$

and likewise for $S$. Subtracting the two gives

$$\sum_{R,R'}U_{RR'}=B(H,H)-B(S,S).$$

The auxiliary statement `key` is the double-sum expansion for an arbitrary family of charges. It is used once for `h` and once for `s`.

```lean
/-- Summed over all ordered pairs of sites, the pair corrections give the self-interaction of
the total hard charge minus that of the total soft charge. -/
theorem sum_pairU (B : V →ₗ[ℝ] V →ₗ[ℝ] ℝ) (h s : ι → V) :
    ∑ R, ∑ R', pairU B h s R R' =
      B (∑ R, h R) (∑ R, h R) - B (∑ R, s R) (∑ R, s R) := by
  -- the self-interaction of a sum of charges is a double sum over sites
  have key : ∀ f : ι → V, B (∑ R, f R) (∑ R, f R) = ∑ R, ∑ R', B (f R) (f R') := by
    intro f
    rw [map_sum B, LinearMap.sum_apply]
    exact Finset.sum_congr rfl fun R _ => map_sum (B (f R)) _ _
  rw [key h, key s]
  simp only [pairU, Finset.sum_sub_distrib]
```

Without linearity the splitting can fail, even for a symmetric interaction. Take numbers as densities, the interaction $f(x,y)=x^2y^2$, $m=0$, and two sites with $h_0=h_1=1$ and $s_0=s_1=0$. The hard energy is $\tfrac12 f(2,2)=8$. On the other side, the soft energy and the interaction term vanish, and half the sum of the four pair corrections is $2$. For the same reason the identity does not carry over to the exchange-correlation energy, which is not a quadratic form in the density.

## An interaction that is the same in both directions

The hypothesis `hB : ∀ x y, B x y = B y x` says that the energy of charge $x$ in the potential of $y$ equals that of $y$ in the potential of $x$. The Coulomb kernel has this property because it depends only on the distance between two points. A numerical scheme can lose it, for instance if potentials are interpolated between grids by an operation that is not the transpose of the one used for the charges.

By hand, symmetry enters when the squares are expanded. Linearity gives

$$\tfrac12B(m+H,m+H)=\tfrac12B(m,m)+\tfrac12\bigl[B(m,H)+B(H,m)\bigr]+\tfrac12B(H,H),$$

and symmetry turns the bracket into $2B(m,H)$. The soft energy expands in the same way, with $S$ in place of $H$. The difference of the two energies is therefore

$$B(m,H)-B(m,S)+\tfrac12\bigl[B(H,H)-B(S,S)\bigr]=B(m,H-S)+\tfrac12\sum_{R,R'}U_{RR'},$$

where the last step uses the sum of the pair corrections found above.

The theorem states this for every `m`, `h` and `s`. Its proof follows the same path in a different order: `sum_pairU` first replaces the double sum, `simp only` expands both energies, and `linear_combination` supplies the two instances of symmetry, one for $H$ with $m$ and one for $S$ with $m$. The factors $\tfrac12$ are those in front of the brackets.

```lean
/-- Blöchl's splitting of the Hartree energy for a symmetric form: the energy with hard compensation
charges is the energy with soft ones, plus the interaction of the smooth density with the difference
of the two, plus half the sum of the pair corrections. -/
theorem hartree_splitting (B : V →ₗ[ℝ] V →ₗ[ℝ] ℝ) (hB : ∀ x y, B x y = B y x)
    (m : V) (h s : ι → V) :
    hartree B (m + ∑ R, h R) =
      hartree B (m + ∑ R, s R) + B m (∑ R, h R - ∑ R, s R)
        + (1 / 2) * ∑ R, ∑ R', pairU B h s R R' := by
  rw [sum_pairU]
  simp only [hartree, map_add, map_sub, LinearMap.add_apply]
  -- symmetry of the Coulomb form merges the cross terms
  linear_combination (1 / 2) * hB (∑ R, h R) m - (1 / 2) * hB (∑ R, s R) m
```

Without symmetry, take densities in $\mathbb R^2$ with $B(x,y)=x_1y_2$, a single site, $m=(1,0)$, $h=(0,1)$ and $s=(0,0)$. The hard energy is $\tfrac12B((1,1),(1,1))=\tfrac12$. The soft energy is $0$, the interaction term $B(m,h)$ is $1$, and the pair correction $B(h,h)$ is $0$, so the right-hand side is $1$. The interaction term has counted $B(m,h)$ twice, where the energy contains $B(m,h)$ and $B(h,m)$ once each.

For this finite set of charges and a given symmetric form, the identity lets a PAW calculation solve the Poisson problem for $m+S$ on a grid that resolves $m$ and the soft charges but not the hard ones. The remaining terms involve fixed atomic shapes and their interaction with $m$.

## Distant sites that cannot tell hard from soft

The double sum runs over all ordered pairs of sites, so its length grows quadratically with the number of atoms. A further hypothesis, `far`, shortens it. For each pair $(R,R')$ outside a list $N$, it requires

$$B(h_R-s_R,h_{R'})=0\quad\text{and}\quad B(s_R,h_{R'}-s_{R'})=0.$$

This stands for matched multipole moments. If $h_R$ and $s_R$ have the same moments, their difference produces, in free space, no potential beyond its own extent, and a charge lying wholly beyond that extent does not interact with it. In a periodic cell whose average potential is set to zero, a constant potential can remain outside the difference, and the two conditions need not hold exactly. For Gaussians the tails never end, so the two interactions are very small at large distance but in general not exactly zero. The theorem treats the ideal case and gives no bound on the error of a finite cutoff.

By hand, the two conditions are the two terms in the difference form of $U_{RR'}$. Each pair outside $N$ therefore has $U_{RR'}=0$, and the double sum reduces to a sum over $N$. In the proof, `hN` does exactly this: `Finset.sum_subset` extends the sum from `N` to all pairs, provided that the added terms vanish, and `pairU_eq_differences` together with `far` shows that they do. The general splitting then finishes the argument.

```lean
/-- For a symmetric form: if, for every ordered pair of sites outside a neighbour list `N`, the
difference of hard and soft charge on the first site does not interact with the hard charge on the
second, nor the soft charge on the first with the difference on the second, then the pair
corrections in the splitting need only be summed over `N`. -/
theorem hartree_splitting_neighbours (B : V →ₗ[ℝ] V →ₗ[ℝ] ℝ)
    (hB : ∀ x y, B x y = B y x) (m : V) (h s : ι → V) (N : Finset (ι × ι))
    (far : ∀ R R', (R, R') ∉ N →
      B (h R - s R) (h R') = 0 ∧ B (s R) (h R' - s R') = 0) :
    hartree B (m + ∑ R, h R) =
      hartree B (m + ∑ R, s R) + B m (∑ R, h R - ∑ R, s R)
        + (1 / 2) * ∑ p ∈ N, pairU B h s p.1 p.2 := by
  -- pairs outside the neighbour list contribute nothing
  have hN : ∑ p ∈ N, pairU B h s p.1 p.2 = ∑ p : ι × ι, pairU B h s p.1 p.2 := by
    refine Finset.sum_subset (Finset.subset_univ N) fun p _ hp => ?_
    obtain ⟨h1, h2⟩ := far p.1 p.2 hp
    rw [pairU_eq_differences, h1, h2, add_zero]
  rw [hartree_splitting B hB m h s, hN, Fintype.sum_prod_type]
```

The list `N` holds ordered pairs. Two sites with a nonzero pair correction appear in it in both orders, and an on-site pair with a nonzero correction belongs to it as well. If each atom has a bounded number of neighbours, the length of the list grows only linearly with the number of atoms.

Without `far`, a list that is too short gives a wrong energy. Take numbers as densities, $B(x,y)=xy$, $m=0$, $h_0=h_1=1$, $s_0=s_1=0$, and let $N$ contain only the two on-site pairs. The hard energy is $\tfrac12\cdot 2^2=2$, while the shortened formula gives $\tfrac12(1+1)=1$. The missing half belongs to the two off-site pairs, whose charge differences do interact.

## One correction for all smooth densities

During a self-consistency cycle $m$ changes, and in PAW the moments of the compensation charges generally change with it. The last theorem treats a simpler situation: the charges $h_R$ and $s_R$ are held fixed, and one correction is asked to serve every $m$. Suppose that a linear functional $\varphi$ and a constant $C$ satisfy

$$\tfrac12B(m+H,m+H)=\tfrac12B(m+S,m+S)+\varphi(m)+C\quad\text{for every } m.$$

Then $\varphi(m)=B(m,H-S)$ for every $m$, and $C=\tfrac12\sum_{R,R'}U_{RR'}$.

By hand, comparison with the splitting gives

$$\varphi(m)+C=B(m,H-S)+\tfrac12\sum_{R,R'}U_{RR'}.$$

At $m=0$ both linear terms vanish, which determines $C$. Subtracting $C$ leaves $\varphi(m)$. The proof takes the same two steps: `H 0` yields `hC`, and `H m` yields the functional. In the code, `H` is the name of this hypothesis and not the total hard charge.

```lean
/-- Uniqueness of the splitting for a symmetric form: if a linear functional `φ` of the smooth
density and a constant `C` correct the soft energy to the hard one for every smooth density, then
they are the interaction term and half the sum of the pair corrections. -/
theorem splitting_unique (B : V →ₗ[ℝ] V →ₗ[ℝ] ℝ) (hB : ∀ x y, B x y = B y x)
    (h s : ι → V) (φ : V →ₗ[ℝ] ℝ) (C : ℝ)
    (H : ∀ m, hartree B (m + ∑ R, h R) = hartree B (m + ∑ R, s R) + φ m + C) :
    (∀ m, φ m = B m (∑ R, h R - ∑ R, s R)) ∧
      C = (1 / 2) * ∑ R, ∑ R', pairU B h s R R' := by
  -- a vanishing smooth density isolates the constant
  have hC : C = (1 / 2) * ∑ R, ∑ R', pairU B h s R R' := by
    have h0 := H 0
    rw [hartree_splitting B hB 0 h s] at h0
    simp only [map_zero, LinearMap.zero_apply] at h0
    linarith
  refine ⟨fun m => ?_, hC⟩
  have hm := H m
  rw [hartree_splitting B hB m h s] at hm
  linarith
```

If the equation is known for a single nonzero density only, the two parts cannot be told apart. With $B(x,y)=xy$ on the real numbers, one site, $h=1$, $s=0$ and $m=1$, the hard energy is $2$ and the soft energy $\tfrac12$, so the condition is $\varphi(1)+C=\tfrac32$. The splitting has $\varphi(1)=1$ and $C=\tfrac12$, but $\varphi=0$ with $C=\tfrac32$ fits equally well. The linearity of $\varphi$ matters too, since otherwise a constant could be moved from $C$ into $\varphi$.

## Two interacting sites that need only on-site corrections

The condition `far` would be of little interest if it forced distinct sites not to interact at all. A small model shows that it does not. Densities have three components, and the Euclidean product plays the part of the Coulomb form.

```lean
/-- A model Coulomb form on densities with three components: the Euclidean product. -/
def modelForm : (ℝ × ℝ × ℝ) →ₗ[ℝ] (ℝ × ℝ × ℝ) →ₗ[ℝ] ℝ :=
  LinearMap.mk₂ ℝ (fun x y => x.1 * y.1 + x.2.1 * y.2.1 + x.2.2 * y.2.2)
    (by intro x y z; simp only [Prod.fst_add, Prod.snd_add]; ring)
    (by intro c x y; simp only [Prod.smul_fst, Prod.smul_snd, smul_eq_mul]; ring)
    (by intro x y z; simp only [Prod.fst_add, Prod.snd_add]; ring)
    (by intro c x y; simp only [Prod.smul_fst, Prod.smul_snd, smul_eq_mul]; ring)
```

The first component is shared by both sites and stands for the long-range part of the charge. Each site also has a local component of its own, which has size two in the hard charge and size one in the soft charge.

```lean
/-- Hard charges of the two-site model: a shared component and a local one of size two. -/
def modelHard : Fin 2 → ℝ × ℝ × ℝ := ![(1, 2, 0), (1, 0, 2)]

/-- Soft charges of the two-site model: the same shared component and a local one of size
one. -/
def modelSoft : Fin 2 → ℝ × ℝ × ℝ := ![(1, 1, 0), (1, 0, 1)]
```

The differences are $h_0-s_0=(0,1,0)$ and $h_1-s_1=(0,0,1)$. Each is orthogonal to both charges of the other site, so the conditions in `far` hold for distinct sites and $N$ can consist of the two on-site pairs. The hard charges still interact, with $B(h_0,h_1)=1$, and the on-site correction at site 0 is $U_{00}=5-2=3$. The theorem collects these facts together with the symmetry of the form. Its proof checks the pairs of sites case by case and evaluates the products.

```lean
/-- The two-site model has a symmetric form and meets the neighbour-list condition for distinct
sites, while its hard charges interact between sites and its on-site correction at site 0 is
nonzero. -/
theorem neighbours_witness :
    (∀ x y, modelForm x y = modelForm y x) ∧
    (∀ R R' : Fin 2, R ≠ R' →
      modelForm (modelHard R - modelSoft R) (modelHard R') = 0 ∧
      modelForm (modelSoft R) (modelHard R' - modelSoft R') = 0) ∧
    modelForm (modelHard 0) (modelHard 1) = 1 ∧
    pairU modelForm modelHard modelSoft 0 0 = 3 := by
  refine ⟨fun x y => ?_, fun R R' hne => ?_, ?_, ?_⟩
  · simp only [modelForm, LinearMap.mk₂_apply]
    ring
  · fin_cases R <;> fin_cases R' <;>
      first
      | exact absurd rfl hne
      | norm_num [modelForm, modelHard, modelSoft, LinearMap.mk₂_apply]
  · norm_num [modelForm, modelHard, LinearMap.mk₂_apply]
  · norm_num [pairU, modelForm, modelHard, modelSoft, LinearMap.mk₂_apply]

end

end PAWCompensationCharges
```

By the mirror symmetry of the model, $U_{11}=3$ as well. For $m=0$ the total charges are $H=(2,2,2)$ and $S=(2,1,1)$, with energies $6$ and $3$, and the gap equals half the sum of the two on-site corrections.

```lean
#print axioms PAWCompensationCharges.pairU_symm
#print axioms PAWCompensationCharges.hartree_splitting
#print axioms PAWCompensationCharges.hartree_splitting_neighbours
#print axioms PAWCompensationCharges.splitting_unique
```

```
'PAWCompensationCharges.pairU_symm' depends on axioms: [propext, Classical.choice, Quot.sound]
'PAWCompensationCharges.hartree_splitting' depends on axioms: [propext, Classical.choice, Quot.sound]
'PAWCompensationCharges.hartree_splitting_neighbours' depends on axioms: [propext, Classical.choice, Quot.sound]
'PAWCompensationCharges.splitting_unique' depends on axioms: [propext, Classical.choice, Quot.sound]
```
